# In a continuous one-dimensional potential, local-energy moments near a simple node with ψ''(0) ≠ 0 are finite exactly below order three

A variational Monte Carlo energy is quoted with an error bar computed from the variance of the local energy, which presumes that this variance is finite although the local energy of a trial function ψ can diverge at a node. For one particle on a line in a potential that is continuous near x = 0, with ψ twice continuously differentiable near x = 0, ψ(0) = 0, ψ'(0) ≠ 0 and ψ''(0) ≠ 0, a small neighbourhood of the node contributes a finite amount to the absolute moment of order p of the local energy, sampled with weight ψ², exactly when p < 3.

```lean
import Mathlib

open MeasureTheory Set Filter Topology intervalIntegral

namespace LocalEnergyHeavyTails

noncomputable section

/-- The density `ψ² |O|^p` of the `p`-th absolute moment of a local quantity `O`
sampled with weight `ψ²`. -/
def momentDensity (ψ O : ℝ → ℝ) (p x : ℝ) : ℝ := ψ x ^ 2 * |O x| ^ p

/-- The local quantity `ψ''/ψ`. -/
def localCurvature (ψ : ℝ → ℝ) (x : ℝ) : ℝ := deriv (deriv ψ) x / ψ x

/-- The local energy `(-ψ''/2 + V ψ)/ψ` of a particle on the line in the potential `V`. -/
def localEnergy (V ψ : ℝ → ℝ) (x : ℝ) : ℝ :=
  (-(1 / 2) * deriv (deriv ψ) x + V x * ψ x) / ψ x

/-- The power `|x|^s` is integrable on `(-d, d)` exactly when `s > -1`. -/
theorem integrableOn_abs_rpow_iff {d : ℝ} (hd : 0 < d) (s : ℝ) :
    IntegrableOn (fun x : ℝ => |x| ^ s) (Ioo (-d) d) ↔ -1 < s := by
  constructor
  · intro H
    have H1 : IntegrableOn (fun x : ℝ => |x| ^ s) (Ioo 0 d) :=
      H.mono_set (Ioo_subset_Ioo_left (by linarith))
    have H2 : IntegrableOn (fun x : ℝ => x ^ s) (Ioo 0 d) :=
      H1.congr_fun (fun x hx => by simp only [abs_of_pos hx.1]) measurableSet_Ioo
    exact (integrableOn_Ioo_rpow_iff hd).1 H2
  · intro hs
    have H0 : IntegrableOn (fun x : ℝ => x ^ s) (Ioc (-d) d) :=
      (intervalIntegrable_rpow' hs (a := -d) (b := d)).1
    have H1 : IntegrableOn (fun x : ℝ => x ^ s) (Ico 0 d) :=
      H0.mono_set fun x hx => ⟨by linarith [hx.1], hx.2.le⟩
    have H2 : IntegrableOn (fun x : ℝ => |x| ^ s) (Ico 0 d) :=
      H1.congr_fun (fun x hx => by simp only [abs_of_nonneg hx.1]) measurableSet_Ico
    -- reflect to the negative half
    have H3 := ((Measure.measurePreserving_neg (volume : Measure ℝ)).integrableOn_comp_preimage
      (Homeomorph.neg ℝ).measurableEmbedding).2 H2
    have e : ((fun x : ℝ => |x| ^ s) ∘ Neg.neg) = fun x : ℝ => |x| ^ s := by
      funext x
      simp
    rw [e] at H3
    refine (H3.union H2).mono_set fun x hx => ?_
    rcases le_total x 0 with h | h
    · left
      show -x ∈ Ico 0 d
      exact ⟨by linarith, by linarith [hx.1]⟩
    · right
      exact ⟨h, hx.2⟩

/-- If `ψ = x u` with `u` and `g` continuous and nowhere zero on `[-d, d]`, then
`ψ² |g/ψ|^p` is integrable on `(-d, d)` exactly when `p < 3`. -/
theorem moment_iff_of_factor {ψ u g : ℝ → ℝ} {d : ℝ} (hd : 0 < d)
    (hψ : ∀ x, ψ x = x * u x) (hu : ContinuousOn u (Icc (-d) d))
    (hg : ContinuousOn g (Icc (-d) d)) (hu0 : ∀ x ∈ Icc (-d) d, u x ≠ 0)
    (hg0 : ∀ x ∈ Icc (-d) d, g x ≠ 0) (p : ℝ) :
    IntegrableOn (momentDensity ψ (fun x => g x / ψ x) p) (Ioo (-d) d) ↔ p < 3 := by
  have hq : ContinuousOn (fun x => |g x / u x|) (Icc (-d) d) := (hg.div hu hu0).abs
  have hq0 : ∀ x ∈ Icc (-d) d, 0 < |g x / u x| := fun x hx =>
    abs_pos.2 (div_ne_zero (hg0 x hx) (hu0 x hx))
  have hh : ContinuousOn (fun x => u x ^ 2 * |g x / u x| ^ p) (Icc (-d) d) :=
    (hu.pow 2).mul (hq.rpow_const fun x hx => Or.inl (hq0 x hx).ne')
  have hh0 : ∀ x ∈ Icc (-d) d, u x ^ 2 * |g x / u x| ^ p ≠ 0 := fun x hx =>
    mul_ne_zero (pow_ne_zero 2 (hu0 x hx)) (Real.rpow_pos_of_pos (hq0 x hx) p).ne'
  have h0 : ∀ᵐ x : ℝ, x ≠ 0 := by
    rw [ae_iff]
    simp
  -- off the node the density is `|x|^(2-p)` times a regular nonvanishing factor
  have key : IntegrableOn (momentDensity ψ (fun x => g x / ψ x) p) (Ioo (-d) d) ↔
      IntegrableOn (fun x => |x| ^ (2 - p) * (u x ^ 2 * |g x / u x| ^ p)) (Ioo (-d) d) := by
    apply integrable_congr
    filter_upwards [ae_restrict_of_ae h0] with x hx
    show ψ x ^ 2 * |g x / ψ x| ^ p = |x| ^ (2 - p) * (u x ^ 2 * |g x / u x| ^ p)
    have e : g x / (x * u x) = (g x / u x) / x := by ring
    rw [hψ x, e, abs_div (g x / u x) x, Real.div_rpow (abs_nonneg _) (abs_nonneg _),
      Real.rpow_sub (abs_pos.2 hx), Real.rpow_two, sq_abs]
    ring
  have hp : p < 3 ↔ -1 < 2 - p := by constructor <;> intro h <;> linarith
  rw [key, hp, ← integrableOn_abs_rpow_iff hd (2 - p)]
  constructor
  · intro H
    have H1 := H.mul_continuousOn_of_subset (hh.inv₀ hh0) measurableSet_Ioo isCompact_Icc
      Ioo_subset_Icc_self
    exact H1.congr_fun
      (fun x hx => mul_inv_cancel_right₀ (hh0 x (Ioo_subset_Icc_self hx)) _) measurableSet_Ioo
  · intro H
    exact H.mul_continuousOn_of_subset hh measurableSet_Ioo isCompact_Icc Ioo_subset_Icc_self

/-- At a simple node of `ψ`, with `ψ` and `g` continuous nearby and `g(0) ≠ 0`: for all small
`d` the node is the only zero in `(-d, d)`, and `ψ² |g/ψ|^p` is integrable there iff `p < 3`. -/
theorem moment_iff_at_simple_node {ψ g : ℝ → ℝ} (h0 : ψ 0 = 0)
    (hdiff : DifferentiableAt ℝ ψ 0) (h1 : deriv ψ 0 ≠ 0)
    (hψ : ∀ᶠ x in 𝓝 (0 : ℝ), ContinuousAt ψ x) (hg : ∀ᶠ x in 𝓝 (0 : ℝ), ContinuousAt g x)
    (hg0 : g 0 ≠ 0) :
    ∀ᶠ d in 𝓝[>] (0 : ℝ), (∀ x ∈ Ioo (-d) d, x ≠ 0 → ψ x ≠ 0) ∧ ∀ p : ℝ,
      (IntegrableOn (momentDensity ψ (fun x => g x / ψ x) p) (Ioo (-d) d) ↔ p < 3) := by
  -- factor `ψ = x u` with `u` the difference quotient at the node
  have hfac : ∀ x, ψ x = x * dslope ψ 0 x := fun x => by
    have := sub_smul_dslope ψ 0 x
    rw [h0, sub_zero, sub_zero, smul_eq_mul] at this
    exact this.symm
  have hc0 : ContinuousAt (dslope ψ 0) 0 := continuousAt_dslope_same.2 hdiff
  have hu0 : dslope ψ 0 0 ≠ 0 := by rwa [dslope_same]
  have hall : ∀ᶠ x in 𝓝 (0 : ℝ), ContinuousAt (dslope ψ 0) x ∧ ContinuousAt g x ∧
      dslope ψ 0 x ≠ 0 ∧ g x ≠ 0 := by
    filter_upwards [hψ, hg, hc0.eventually_ne hu0, hg.self_of_nhds.eventually_ne hg0]
      with x a b c e
    refine ⟨?_, b, c, e⟩
    by_cases hx : x = 0
    · rw [hx]
      exact hc0
    · exact (continuousAt_dslope_of_ne hx).2 a
  obtain ⟨ε, hε, H⟩ := Metric.eventually_nhds_iff.1 hall
  filter_upwards [Ioo_mem_nhdsGT hε] with d hd
  have hin : ∀ x ∈ Icc (-d) d, dist x 0 < ε := fun x hx => by
    rw [Real.dist_eq, sub_zero, abs_lt]
    constructor <;> linarith [hx.1, hx.2, hd.2]
  refine ⟨fun x hx hx0 => ?_, fun p => ?_⟩
  · rw [hfac x]
    exact mul_ne_zero hx0 (H (hin x (Ioo_subset_Icc_self hx))).2.2.1
  · exact moment_iff_of_factor hd.1 hfac (fun x hx => (H (hin x hx)).1.continuousWithinAt)
      (fun x hx => (H (hin x hx)).2.1.continuousWithinAt)
      (fun x hx => (H (hin x hx)).2.2.1) (fun x hx => (H (hin x hx)).2.2.2) p

/-- A function that is `C²` at `0` is continuous near `0`, and so is its second derivative. -/
theorem continuous_near_of_C2 {ψ : ℝ → ℝ} (hψ : ContDiffAt ℝ 2 ψ 0) :
    ∀ᶠ x in 𝓝 (0 : ℝ), ContinuousAt ψ x ∧ ContinuousAt (deriv (deriv ψ)) x := by
  filter_upwards [hψ.eventually (by simp)] with x h
  have a := (h.fderiv_right (m := 1) (le_of_eq one_add_one_eq_two)).clm_apply
    (contDiffAt_const (c := (1 : ℝ)))
  have a' : ContDiffAt ℝ 1 (deriv ψ) x := a
  have b := (a'.fderiv_right (m := 0) (by simp)).clm_apply (contDiffAt_const (c := (1 : ℝ)))
  have b' : ContDiffAt ℝ 0 (deriv (deriv ψ)) x := b
  exact ⟨h.continuousAt, b'.continuousAt⟩

/-- For `ψ` of class `C²` with `ψ(0) = 0` and `ψ'(0), ψ''(0) ≠ 0`: for all small `d` the node is
the only zero in `(-d, d)`, and `ψ² |ψ''/ψ|^p` is integrable there iff `p < 3`. -/
theorem localCurvature_moment_iff {ψ : ℝ → ℝ} (hψ : ContDiffAt ℝ 2 ψ 0) (h0 : ψ 0 = 0)
    (h1 : deriv ψ 0 ≠ 0) (h2 : deriv (deriv ψ) 0 ≠ 0) :
    ∀ᶠ d in 𝓝[>] (0 : ℝ), (∀ x ∈ Ioo (-d) d, x ≠ 0 → ψ x ≠ 0) ∧ ∀ p : ℝ,
      (IntegrableOn (momentDensity ψ (localCurvature ψ) p) (Ioo (-d) d) ↔ p < 3) :=
  moment_iff_at_simple_node h0 (hψ.differentiableAt (by norm_num)) h1
    ((continuous_near_of_C2 hψ).mono fun _ h => h.1)
    ((continuous_near_of_C2 hψ).mono fun _ h => h.2) h2

/-- For `ψ` of class `C²` at `0` with `ψ(0) = 0` and `ψ'(0), ψ''(0) ≠ 0`, with `V` continuous near
`0` and any reference energy `E`, the density `ψ² |E_L - E|^p` is integrable on all small `(-d, d)`
iff `p < 3`. -/
theorem localEnergy_moment_iff {ψ V : ℝ → ℝ} (hψ : ContDiffAt ℝ 2 ψ 0) (h0 : ψ 0 = 0)
    (h1 : deriv ψ 0 ≠ 0) (h2 : deriv (deriv ψ) 0 ≠ 0)
    (hV : ∀ᶠ x in 𝓝 (0 : ℝ), ContinuousAt V x) (E : ℝ) :
    ∀ᶠ d in 𝓝[>] (0 : ℝ), ∀ p : ℝ,
      (IntegrableOn (momentDensity ψ (fun x => localEnergy V ψ x - E) p) (Ioo (-d) d) ↔
        p < 3) := by
  have hg : ∀ᶠ x in 𝓝 (0 : ℝ),
      ContinuousAt (fun y => -(1 / 2) * deriv (deriv ψ) y + (V y - E) * ψ y) x := by
    filter_upwards [continuous_near_of_C2 hψ, hV] with x a b
    exact (continuousAt_const.mul a.2).add ((b.sub continuousAt_const).mul a.1)
  have hmain := moment_iff_at_simple_node h0 (hψ.differentiableAt (by norm_num)) h1
    ((continuous_near_of_C2 hψ).mono fun _ h => h.1) hg (by
      show -(1 / 2) * deriv (deriv ψ) 0 + (V 0 - E) * ψ 0 ≠ 0
      rw [h0, mul_zero]
      intro h
      exact h2 (by linarith))
  filter_upwards [hmain] with d hd p
  rw [← hd.2 p]
  apply iff_of_eq
  congr 1
  funext x
  by_cases h : ψ x = 0
  · simp [momentDensity, h]
  · have e : localEnergy V ψ x - E
        = (-(1 / 2) * deriv (deriv ψ) x + (V x - E) * ψ x) / ψ x := by
      rw [localEnergy, eq_div_iff h, sub_mul, div_mul_cancel₀ _ h]
      ring
    simp only [momentDensity, e]

/-- For `ψ` of class `C²` at `0` with `ψ(0) = 0` and `ψ'(0), ψ''(0) ≠ 0`, `V` continuous near `0`
and any `E`, the density `ψ² (E_L - E)²` is integrable on all small `(-d, d)`, while `ψ² |E_L - E|³`
is not. -/
theorem second_moment_finite_third_not {ψ V : ℝ → ℝ} (hψ : ContDiffAt ℝ 2 ψ 0) (h0 : ψ 0 = 0)
    (h1 : deriv ψ 0 ≠ 0) (h2 : deriv (deriv ψ) 0 ≠ 0)
    (hV : ∀ᶠ x in 𝓝 (0 : ℝ), ContinuousAt V x) (E : ℝ) :
    ∀ᶠ d in 𝓝[>] (0 : ℝ),
      IntegrableOn (momentDensity ψ (fun x => localEnergy V ψ x - E) 2) (Ioo (-d) d) ∧
      ¬ IntegrableOn (momentDensity ψ (fun x => localEnergy V ψ x - E) 3) (Ioo (-d) d) :=
  (localEnergy_moment_iff hψ h0 h1 h2 hV E).mono fun _ h =>
    ⟨(h 2).2 (by norm_num), fun H => lt_irrefl _ ((h 3).1 H)⟩

/-- For `ψ = sin`, where `ψ''(0) = 0`, the density `ψ² |ψ''/ψ|^p` is integrable on every
`(-d, d)` for every `p`. -/
theorem sin_all_moments (d p : ℝ) : deriv (deriv Real.sin) 0 = 0 ∧
    IntegrableOn (momentDensity Real.sin (localCurvature Real.sin) p) (Ioo (-d) d) := by
  refine ⟨by simp, ?_⟩
  have e : momentDensity Real.sin (localCurvature Real.sin) p = fun x => Real.sin x ^ 2 := by
    funext x
    by_cases h : Real.sin x = 0
    · simp [momentDensity, h]
    · simp [momentDensity, localCurvature, neg_div, div_self h]
  have hc : Continuous fun x => Real.sin x ^ 2 := by fun_prop
  rw [e]
  exact hc.integrableOn_Icc.mono_set Ioo_subset_Icc_self

/-- The function `ψ = eˣ - 1` is `C²` with `ψ(0) = 0` and `ψ'(0), ψ''(0) ≠ 0`. -/
theorem node_witness : ContDiffAt ℝ 2 (fun x => Real.exp x - 1) 0 ∧
    (fun x => Real.exp x - 1) 0 = (0 : ℝ) ∧ deriv (fun x => Real.exp x - 1) 0 ≠ 0 ∧
    deriv (deriv fun x => Real.exp x - 1) 0 ≠ 0 := by
  have e : deriv (fun x => Real.exp x - 1) = Real.exp :=
    funext fun x => ((Real.hasDerivAt_exp x).sub_const 1).deriv
  rw [e, Real.deriv_exp]
  exact ⟨(Real.contDiff_exp.sub contDiff_const).contDiffAt, by simp, Real.exp_ne_zero 0,
    Real.exp_ne_zero 0⟩

end

end LocalEnergyHeavyTails
```

```lean
#print axioms LocalEnergyHeavyTails.localCurvature_moment_iff
#print axioms LocalEnergyHeavyTails.localEnergy_moment_iff
#print axioms LocalEnergyHeavyTails.second_moment_finite_third_not
#print axioms LocalEnergyHeavyTails.sin_all_moments
```

```
'LocalEnergyHeavyTails.localCurvature_moment_iff' depends on axioms: [propext, Classical.choice, Quot.sound]
'LocalEnergyHeavyTails.localEnergy_moment_iff' depends on axioms: [propext, Classical.choice, Quot.sound]
'LocalEnergyHeavyTails.second_moment_finite_third_not' depends on axioms: [propext, Classical.choice, Quot.sound]
'LocalEnergyHeavyTails.sin_all_moments' depends on axioms: [propext, Classical.choice, Quot.sound]
```

## The moment densities and the threshold p < 3

For a local quantity O sampled with weight ψ², `momentDensity ψ O p` is the integrand ψ²|O|^p, with p any real number. Two choices of O appear: `localCurvature ψ` is ψ''/ψ, and `localEnergy V ψ`, for a potential V in units with ħ = m = 1, is

E_L = (−ψ''/2 + Vψ)/ψ.

`ContDiffAt ℝ 2 ψ 0` says that ψ is C² on some neighbourhood of 0, `IntegrableOn` over `Ioo (-d) d` is Lebesgue integrability on the open interval (−d, d), and `∀ᶠ d in 𝓝[>] (0 : ℝ)` means that some ε > 0 exists such that the claim holds for all 0 < d < ε.

`localCurvature_moment_iff` states that for such d the node is the only zero of ψ in (−d, d), and ψ²|ψ''/ψ|^p is integrable there if and only if p < 3. The quantifier over p stands inside, so one ε serves all exponents, negative ones included. `localEnergy_moment_iff` gives the same threshold for ψ²|E_L − E|^p, with V continuous near 0 and E any reference energy fixed beforehand. `second_moment_finite_third_not` reads off p = 2 and p = 3. In these three theorems, for small d, Lean's convention for division by zero enters only at x = 0, where the factor ψ² makes the density vanish.

## An inexact trial function at its node

The condition ψ'(0) ≠ 0 makes the node simple. The condition ψ''(0) ≠ 0 says that ψ fails the Schrödinger equation there: an eigenfunction with eigenvalue λ obeys ψ'' = 2(V − λ)ψ, which vanishes at a node when V is continuous. `sin_all_moments` shows what happens for the free-particle eigenfunction sin x, where ψ''(0) = 0, the ratio ψ''/ψ equals −1 off the zeros, the density is sin²x, and every moment over a bounded interval (−d, d) is finite. `node_witness` checks that eˣ − 1 meets the four conditions on ψ. Neither sin x nor eˣ − 1 is square-integrable on the whole line; both serve only as examples of behaviour near a node.

The statements are local. The weight ψ² is not normalised (a normalised moment divides by ∫ψ², a positive constant when finite), and a finite variance over the whole line also needs control of other nodes and of infinity. Singular potentials, complex ψ and many-particle nodal surfaces are not treated. Within this one-particle, one-dimensional model with continuous V, the neighbourhood of a simple node with ψ''(0) ≠ 0 makes a finite contribution to the second moment behind the error bar, while it makes the third and fourth absolute moments diverge.

## Reduction to a power of |x|

Let g be a numerator, continuous near 0 with g(0) ≠ 0, and write ψ(x) = x·u(x) with u continuous and u(0) = ψ'(0) ≠ 0. For small d both u and g are nonzero on [−d, d], so ψ vanishes only at 0, and for x ≠ 0

ψ²|g/ψ|^p = x²u² · |g/u|^p / |x|^p = |x|^(2−p) · h(x),

h = u²|g/u|^p.

The factor h is continuous and nonzero on the compact interval, so h and 1/h are bounded, and the density is integrable exactly when |x|^(2−p) is. With s = 2 − p and 0 < δ < d,

∫ from δ to d of x^s dx = (d^(s+1) − δ^(s+1))/(s+1) for s ≠ −1, and ln(d/δ) for s = −1.

This stays bounded as δ → 0 exactly when s > −1, which is p < 3; at p = 3 the divergence is logarithmic. The choice g = ψ'' gives the curvature result. For the energy, off the node,

E_L − E = (−ψ''/2 + (V − E)ψ)/ψ,

and this numerator is continuous with value −ψ''(0)/2 ≠ 0 at the node.

In Lean, `integrableOn_abs_rpow_iff` takes the power criterion on the positive half from Mathlib and reflects it by x ↦ −x. In `moment_iff_of_factor`, the step `key` is the factorisation, valid almost everywhere since only x = 0 is excluded, and the two uses of `mul_continuousOn_of_subset` multiply by 1/h in one direction and by h in the other. `continuous_near_of_C2` supplies continuity of ψ and ψ'' near 0. `localEnergy_moment_iff` applies `moment_iff_at_simple_node` to the energy numerator and then shows the two densities equal pointwise, both being zero where ψ is.

## The difference quotient `dslope`

The factor u is Mathlib's `dslope ψ 0`, equal to (ψ(x) − ψ(0))/x for x ≠ 0 and to ψ'(0) at x = 0. It replaces the estimate ψ ≈ ψ'(0)x by an exact identity: `sub_smul_dslope` gives x·u(x) = ψ(x) − ψ(0) for every x, which with `h0` is `hfac`. By `continuousAt_dslope_same`, continuity of u at 0 is equivalent to differentiability of ψ there; `continuousAt_dslope_of_ne` transfers continuity from ψ to u at other points; `dslope_same` turns ψ'(0) ≠ 0 into u(0) ≠ 0. In `moment_iff_at_simple_node`, `hall` collects continuity and nonvanishing of u and g near 0, a radius ε is extracted, and every d in (0, ε) places [−d, d] inside that neighbourhood. No Taylor remainder is needed, and the second derivative enters only through g.
